# For finitely many independent boson modes, unnormalised Fock states on a unit vacuum are orthogonal with squared norm ∏ n_i!

Let E be a complex inner product space and let ι label the modes. Each mode i has an annihilation operator a_i and a creation operator b_i, both linear maps from E to E. The inner product ⟨x, y⟩ is linear in y and conjugate-linear in x. [A, B] means AB − BA.

```lean
import Mathlib

open scoped InnerProductSpace

namespace MultimodeFockStates

noncomputable section

variable {ι E : Type*} [NormedAddCommGroup E] [InnerProductSpace ℂ E]

-- The standard instance is the space of polynomials in one variable per mode, with
-- b i = multiplication by X i and a i = d/dX i; its inner product is not built here.
```

The assumptions on the operators are collected in one structure:

⟨b_i x, y⟩ = ⟨x, a_i y⟩ for all x, y
[a_i, b_i] = 1
[a_i, b_j] = 0 for i ≠ j

In Lean, `Module.End ℂ E` is the type of the operators, and `*` between them is composition.

```lean
/-- Independent bosonic modes: `b i` is adjoint to `a i`, each pair obeys `[a, b] = 1`,
and `a i` commutes with `b j` for different modes. -/
structure BosonModes (a b : ι → Module.End ℂ E) : Prop where
  adjoint : ∀ i x y, ⟪b i x, y⟫_ℂ = ⟪x, a i y⟫_ℂ
  ccr_same : ∀ i, a i * b i - b i * a i = 1
  ccr_diff : ∀ i j, i ≠ j → a i * b j - b j * a i = 0
```

The operators are defined on all of E and need not be bounded. With at least one mode and a nonzero vector, E cannot be a complete Hilbert space: everywhere-defined adjoint pairs would be bounded there, and bounded operators cannot satisfy [a, b] = 1. E therefore plays the role of a common domain, such as the finite linear combinations of number states.

An occupation n assigns a number n_i of quanta to each mode. Starting from a vector w, a Fock vector is built along a list of modes. For the list i :: l (first i, then the modes of l), b_i^(n_i) acts on the vector already built from l.

```lean
/-- The vector obtained from `w` by putting `n i` quanta into each mode `i` of a list,
the last mode of the list being filled first. -/
def fockVector (b : ι → Module.End ℂ E) (w : E) (n : ι → ℕ) : List ι → E
  | [] => w
  | i :: l => (b i ^ n i) (fockVector b w n l)
```

When ι is finite, the Fock state uses a list of all modes, in an order that Mathlib leaves unspecified.

```lean
/-- The vector obtained from `w` by putting `n i` quanta into every mode `i`; when `w` is a vacuum,
this is the unnormalised Fock state with occupation numbers `n`. -/
def fockState [Fintype ι] (b : ι → Module.End ℂ E) (w : E) (n : ι → ℕ) : E :=
  fockVector b w n Finset.univ.toList
```

## The commutator [a_i, b_i] = 1 counts quanta

This relation makes the excitations of a mode bosonic and fixes the scale of b_i. Written on a vector, it reads a_i b_i y = b_i a_i y + y. If mode i is empty in x, meaning a_i x = 0, then a_i b_i x = x, and inductively

a_i b_i^(k+2) x = b_i (a_i b_i^(k+1) x) + b_i^(k+1) x
= (k+1) b_i^(k+1) x + b_i^(k+1) x
= (k+2) b_i^(k+1) x.

Hence a_i b_i^(k+1) x = (k+1) b_i^k x for every k. The Lean proof names the rewritten commutator `key` and runs the same induction; `module` adds the two multiples at the end.

```lean
variable {a b : ι → Module.End ℂ E}

/-- Removing one quantum from `k + 1` quanta in an otherwise empty mode gives
the factor `k + 1`. -/
theorem annihilate_pow (h : BosonModes a b) {i : ι} {x : E} (hx : a i x = 0) (k : ℕ) :
    a i ((b i ^ (k + 1)) x) = ((k : ℂ) + 1) • (b i ^ k) x := by
  have key : ∀ y, a i (b i y) = b i (a i y) + y := fun y => by
    have := LinearMap.congr_fun (h.ccr_same i) y
    simp only [LinearMap.sub_apply, Module.End.mul_apply, Module.End.one_apply] at this
    exact sub_eq_iff_eq_add'.mp this
  induction k with
  | zero => simp [key, hx]
  | succ k ih =>
    rw [pow_succ' (b i) (k + 1), Module.End.mul_apply, key, ih, map_smul,
      ← Module.End.mul_apply, ← pow_succ']
    push_cast
    module
```

If the commutator were a positive number c instead of 1, each quantum would contribute an extra factor c to the squared norm. Matrices for an oscillator truncated to N levels violate the relation at the top level, and there b^N w = 0 instead of a vector of squared norm N!.

## The commutator [a_i, b_j] = 0 keeps modes independent

Physically, removing a quantum from mode i is unaffected by adding one to mode j. Since a_i and b_j commute, so do their powers:

a_i^p b_j^q x = b_j^q a_i^p x for i ≠ j.

Lean turns the vanishing commutator into a `Commute` statement and raises both sides to powers with `pow_pow`.

```lean
/-- Powers of the annihilator of one mode pass through powers of the creator of another. -/
theorem different_modes_commute (h : BosonModes a b) {i j : ι} (hij : i ≠ j)
    (p q : ℕ) (x : E) : (a i ^ p) ((b j ^ q) x) = (b j ^ q) ((a i ^ p) x) := by
  have hc : Commute (a i) (b j) := sub_eq_zero.mp (h.ccr_diff i j hij)
  exact LinearMap.congr_fun (hc.pow_pow p q).eq x
```

Without this hypothesis, orthogonality can fail. If two labels carry the same operators, a_1 = a_2 and b_1 = b_2, then the states with one quantum in mode 1 and one quantum in mode 2 are the same vector. Overlapping, non-orthogonal mode functions are a milder form of this situation.

## Adjointness turns counting into overlaps

The commutators are purely algebraic; adjointness connects them with lengths and angles. It gives ⟨b_i^p x, b_i^p x⟩ = ⟨x, a_i^p b_i^p x⟩, so the norm is found by emptying the mode again. For a_i x = 0,

a_i^(p+1) b_i^(p+1) x = (p+1) a_i^p b_i^p x = (p+1)! x,

where the last equality is the induction hypothesis.

```lean
/-- Creating `p` quanta in an empty mode and removing them all gives the factor `p!`. -/
theorem annihilate_all (h : BosonModes a b) {i : ι} {x : E} (hx : a i x = 0) (p : ℕ) :
    (a i ^ p) ((b i ^ p) x) = (Nat.factorial p : ℂ) • x := by
  induction p with
  | zero => simp
  | succ p ih =>
    rw [pow_succ (a i) p, Module.End.mul_apply, annihilate_pow h hx, map_smul, ih,
      smul_smul, Nat.factorial_succ]
    push_cast
    rfl
```

For two powers m and n, equal or not, let mode i be empty in both x and y. There are four cases:

⟨x, y⟩ is unchanged when both powers are zero
⟨x, b_i^(n+1) y⟩ = ⟨a_i x, b_i^n y⟩ = 0
⟨b_i^(m+1) x, y⟩ = ⟨b_i^m x, a_i y⟩ = 0
⟨b_i^(m+1) x, b_i^(n+1) y⟩ = ⟨b_i^m x, a_i b_i^(n+1) y⟩ = (n+1) ⟨b_i^m x, b_i^n y⟩

The last line lowers both powers by one. Repeating it gives n! ⟨x, y⟩ for m = n, and zero otherwise.

The proof turns on the phrase `induction m generalizing n`. A plain induction on m would hold n fixed, so its hypothesis would concern the powers m and n + 1, whereas the fourth line needs m and n. With `generalizing n`, the hypothesis `ih` holds for every right-hand power, and `rw [step, ih]` can use it at the lowered one. The `cases n` in each branch produces the four cases above.

```lean
/-- Overlap of `m` and `n` quanta created in one mode, on top of two vectors in which
that mode is empty. -/
theorem single_mode_overlap (h : BosonModes a b) {i : ι} {x y : E}
    (hx : a i x = 0) (hy : a i y = 0) (m n : ℕ) :
    ⟪(b i ^ m) x, (b i ^ n) y⟫_ℂ =
      if m = n then (Nat.factorial n : ℂ) * ⟪x, y⟫_ℂ else 0 := by
  induction m generalizing n with
  | zero =>
    cases n with
    | zero => simp
    | succ n =>
      have hadj : ∀ z, ⟪x, b i z⟫_ℂ = ⟪a i x, z⟫_ℂ := fun z => by
        rw [← inner_conj_symm x (b i z), h.adjoint, inner_conj_symm]
      rw [pow_succ' (b i) n, Module.End.mul_apply, pow_zero, Module.End.one_apply, hadj, hx]
      simp
  | succ m ih =>
    cases n with
    | zero =>
      rw [pow_succ' (b i) m, Module.End.mul_apply, h.adjoint, pow_zero,
        Module.End.one_apply, hy]
      simp
    | succ n =>
      -- move one creator to the right-hand side, where it removes one quantum
      have step : ⟪(b i ^ (m + 1)) x, (b i ^ (n + 1)) y⟫_ℂ =
          ((n : ℂ) + 1) * ⟪(b i ^ m) x, (b i ^ n) y⟫_ℂ := by
        rw [pow_succ' (b i) m, Module.End.mul_apply, h.adjoint, annihilate_pow h hy,
          inner_smul_right]
      rw [step, ih]
      by_cases hmn : m = n
      · rw [if_pos hmn, if_pos (by omega), Nat.factorial_succ]
        push_cast
        ring
      · rw [if_neg hmn, if_neg (by omega), mul_zero]
```

Without adjointness, the commutators alone do not give orthogonality. On polynomials in x, take a = d/dx, b = multiplication by x, and the inner product given by integration over [0, 1]. Then [a, b] = 1 and a kills the unit vector 1, but ⟨1, b 1⟩ = 1/2.

## The vacuum is empty in every mode

The condition a_i w = 0 for all i, called `hvac` in the code, says that w contains no quanta. The one-mode overlap needs mode i to be empty in the vectors on which b_i acts, and these vectors already hold quanta of other modes. Independence carries the emptiness along. If i is absent from the list j :: l and v is the vector built from l, then

a_i b_j^(n_j) v = b_j^(n_j) a_i v = 0,

and the empty list gives a_i w = 0. The Lean induction over the list follows these two cases.

```lean
/-- A mode that does not occur in the list stays empty. -/
theorem annihilate_absent (h : BosonModes a b) {w : E} (hvac : ∀ i, a i w = 0)
    (n : ι → ℕ) {i : ι} (l : List ι) (hi : i ∉ l) : a i (fockVector b w n l) = 0 := by
  induction l with
  | nil => exact hvac i
  | cons j l ih =>
    rw [List.mem_cons, not_or] at hi
    have hc := different_modes_commute h hi.1 1 (n j) (fockVector b w n l)
    rw [pow_one, ih hi.2, map_zero] at hc
    exact hc
```

If w is not a vacuum, the result fails. For one mode and w = (|0⟩ + |1⟩)/√2, where |0⟩ and |1⟩ are the normalised states with zero and one quantum, ⟨w, b w⟩ = 1/2.

## Commuting creation operators are not assumed

The relation [b_i, b_j] = 0 usually appears among the bosonic rules. Here the part of it needed for Fock states follows from the other hypotheses. Let i ≠ j, let both modes be empty in x, and set

z = b_i^p b_j^q x − b_j^q b_i^p x.

Mode i is still empty in b_j^q x, and mode j in b_i^p x. Therefore

a_i^p z = p! b_j^q x − b_j^q (p! x) = 0
a_j^q z = b_i^p (q! x) − q! b_i^p x = 0.

Moving the outer creation operators across the inner product yields

⟨z, z⟩ = ⟨b_j^q x, a_i^p z⟩ − ⟨b_i^p x, a_j^q z⟩ = 0,

so z = 0. In Lean, `h1` and `h2` are the two annihilation statements, the local `hadj` is adjointness for powers, and `inner_self_eq_zero` supplies the last inference.

```lean
/-- Two different empty modes can be filled in either order, although the creation
operators are not assumed to commute. -/
theorem fill_swap (h : BosonModes a b) {i j : ι} (hij : i ≠ j) {x : E}
    (hi : a i x = 0) (hj : a j x = 0) (p q : ℕ) :
    (b i ^ p) ((b j ^ q) x) = (b j ^ q) ((b i ^ p) x) := by
  have hadj : ∀ (k : ι) (r : ℕ) (u v : E), ⟪(b k ^ r) u, v⟫_ℂ = ⟪u, (a k ^ r) v⟫_ℂ := by
    intro k r
    induction r with
    | zero => intro u v; simp
    | succ r ih =>
      intro u v
      rw [pow_succ (b k) r, pow_succ' (a k) r, Module.End.mul_apply, Module.End.mul_apply,
        ih, h.adjoint]
  have empty : ∀ {k l : ι}, k ≠ l → a k x = 0 → ∀ r, a k ((b l ^ r) x) = 0 := by
    intro k l hkl hk r
    have hc := different_modes_commute h hkl 1 r x
    rw [pow_one, hk, map_zero] at hc
    exact hc
  -- the difference of the two orderings is killed by both powers of annihilators
  have h1 : (a i ^ p) ((b i ^ p) ((b j ^ q) x) - (b j ^ q) ((b i ^ p) x)) = 0 := by
    rw [map_sub, annihilate_all h (empty hij hi q), different_modes_commute h hij,
      annihilate_all h hi, map_smul, sub_self]
  have h2 : (a j ^ q) ((b i ^ p) ((b j ^ q) x) - (b j ^ q) ((b i ^ p) x)) = 0 := by
    rw [map_sub, annihilate_all h (empty hij.symm hj p),
      different_modes_commute h hij.symm, annihilate_all h hj, map_smul, sub_self]
  rw [← sub_eq_zero, ← inner_self_eq_zero (𝕜 := ℂ), inner_sub_left,
    hadj i p ((b j ^ q) x), hadj j q ((b i ^ p) x), h1, h2, inner_zero_right,
    inner_zero_right, sub_zero]
```

Any reordering of a list is a chain of neighbour swaps, and induction on the permutation extends the result to whole lists. The hypothesis `Nodup` says that no mode occurs twice.

```lean
/-- The Fock vector does not depend on the order in which the modes are filled. -/
theorem fockVector_perm (h : BosonModes a b) {w : E} (hvac : ∀ i, a i w = 0)
    (n : ι → ℕ) {l l' : List ι} (hp : l.Perm l') (hl : l.Nodup) :
    fockVector b w n l = fockVector b w n l' := by
  induction hp with
  | nil => rfl
  | cons i _ ih => exact congrArg (b i ^ n i) (ih (List.nodup_cons.mp hl).2)
  | swap i j l =>
    obtain ⟨hj, hl'⟩ := List.nodup_cons.mp hl
    rw [List.mem_cons, not_or] at hj
    exact fill_swap h hj.1 (annihilate_absent h hvac n l hj.2)
      (annihilate_absent h hvac n l (List.nodup_cons.mp hl').1) _ _
  | trans h1 _ ih1 ih2 => exact (ih1 hl).trans (ih2 (h1.nodup_iff.mp hl))
```

The notation ∏ b_i^(n_i) w is thus unambiguous. The overlap and norm theorems do not depend on this fact, because they compare two vectors built along the same list.

## A unit vacuum and a list without repetitions

The condition ‖w‖ = 1 sets the overall scale. Let u and v be the vectors built from l with occupations m and n. If i is not in l, the one-mode result gives

⟨b_i^(m_i) u, b_i^(n_i) v⟩ = n_i! ⟨u, v⟩ if m_i = n_i, and 0 otherwise.

Induction over the list peels off one factor per mode and ends at ⟨w, w⟩ = 1. In the proof, `annihilate_absent` certifies that mode i is empty in both u and v, and `ih` evaluates ⟨u, v⟩.

```lean
/-- The overlap of two Fock vectors is a product over modes, with a factor `n i !` for
equal occupations and zero for different ones. -/
theorem fockVector_overlap (h : BosonModes a b) {w : E} (hvac : ∀ i, a i w = 0)
    (hw : ‖w‖ = 1) (m n : ι → ℕ) (l : List ι) (hl : l.Nodup) :
    ⟪fockVector b w m l, fockVector b w n l⟫_ℂ =
      (l.map fun i => if m i = n i then (Nat.factorial (n i) : ℂ) else 0).prod := by
  induction l with
  | nil => simp [fockVector, inner_self_eq_norm_sq_to_K, hw]
  | cons i l ih =>
    obtain ⟨hi, hl'⟩ := List.nodup_cons.mp hl
    rw [fockVector, fockVector, single_mode_overlap h (annihilate_absent h hvac m l hi)
      (annihilate_absent h hvac n l hi), ih hl', List.map_cons, List.prod_cons, ite_mul,
      zero_mul]
```

For a vacuum of another length, every overlap acquires the factor ‖w‖². If a mode i with n_i ≥ 1 were listed twice, it would receive 2n_i quanta, and the squared norm would contain the factor (2n_i)! instead of the formula's (n_i!)².

## Finitely many modes

The assumption `Fintype ι` allows a single list to contain every mode; the overlap formula above needs only a finite list, even if ι is infinite. Two different occupations m and n differ in some mode, whose zero factor makes the whole product vanish. For m = n all factors survive:

⟨Fock state m, Fock state n⟩ = 0 for m ≠ n
‖Fock state n‖² = ∏ n_i!

The Lean proof first establishes the product formula `ov`. It then uses `Finset.prod_eq_zero` for orthogonality and takes the real part of the self-overlap for the norm. With no modes at all, the only Fock state is w and the empty product is 1.

```lean
/-- Fock states with different occupations are orthogonal, and the squared norm of each
is the product of the factorials of its occupation numbers. -/
theorem fockState_orthogonal_and_norm [Fintype ι] (h : BosonModes a b) {w : E}
    (hvac : ∀ i, a i w = 0) (hw : ‖w‖ = 1) :
    (∀ m n : ι → ℕ, m ≠ n → ⟪fockState b w m, fockState b w n⟫_ℂ = 0) ∧
    ∀ n : ι → ℕ, ‖fockState b w n‖ ^ 2 = ∏ i, (Nat.factorial (n i) : ℝ) := by
  have ov : ∀ m n : ι → ℕ, ⟪fockState b w m, fockState b w n⟫_ℂ =
      ∏ i, if m i = n i then (Nat.factorial (n i) : ℂ) else 0 := fun m n => by
    rw [fockState, fockState, fockVector_overlap h hvac hw m n _ (Finset.nodup_toList _),
      Finset.prod_map_toList]
  refine ⟨fun m n hmn => ?_, fun n => ?_⟩
  · -- one mode with different occupations makes the whole product vanish
    obtain ⟨i, hi⟩ := Function.ne_iff.mp hmn
    rw [ov]
    exact Finset.prod_eq_zero (Finset.mem_univ i) (if_neg hi)
  · have hc : ⟪fockState b w n, fockState b w n⟫_ℂ =
        ((∏ i, (Nat.factorial (n i) : ℝ) : ℝ) : ℂ) := by
      rw [ov]
      simp
    rw [norm_sq_eq_re_inner (𝕜 := ℂ), hc]
    exact Complex.ofReal_re _
```

The product of factorials is positive, so each state can be divided by its norm √(∏ n_i!). Mathlib's `Orthonormal` asks for unit norms and vanishing overlaps between different labels, and the proof treats these two parts in turn.

These are the normalised occupation-number states used for harmonic vibrations or field modes, here for finitely many modes and without any claim that they span the space. No Hamiltonian enters, so the theorem concerns the states and not their energies.

```lean
/-- Divided by the square root of the product of factorials, the Fock states form an
orthonormal family labelled by the occupation numbers. -/
theorem normalized_fockState_orthonormal [Fintype ι] (h : BosonModes a b) {w : E}
    (hvac : ∀ i, a i w = 0) (hw : ‖w‖ = 1) :
    Orthonormal ℂ (fun n : ι → ℕ =>
      (((√(∏ i, (Nat.factorial (n i) : ℝ)))⁻¹ : ℝ) : ℂ) • fockState b w n) := by
  obtain ⟨horth, hnorm⟩ := fockState_orthogonal_and_norm h hvac hw
  refine ⟨fun n => ?_, fun m n hmn => ?_⟩
  · have hpos : 0 < ∏ i, (Nat.factorial (n i) : ℝ) :=
      Finset.prod_pos fun i _ => Nat.cast_pos.mpr (Nat.factorial_pos _)
    have hN : ‖fockState b w n‖ = √(∏ i, (Nat.factorial (n i) : ℝ)) := by
      rw [← hnorm n, Real.sqrt_sq (norm_nonneg _)]
    rw [norm_smul, Complex.norm_real,
      Real.norm_of_nonneg (inv_nonneg.mpr (Real.sqrt_nonneg _)), hN]
    exact inv_mul_cancel₀ (Real.sqrt_pos.mpr hpos).ne'
  · simp only [inner_smul_left, inner_smul_right, horth m n hmn, mul_zero]

end

end MultimodeFockStates
```

```lean
#print axioms MultimodeFockStates.fockVector_perm
-- 'MultimodeFockStates.fockVector_perm' depends on axioms: [propext, Classical.choice, Quot.sound]
#print axioms MultimodeFockStates.fockState_orthogonal_and_norm
-- 'MultimodeFockStates.fockState_orthogonal_and_norm' depends on axioms: [propext, Classical.choice, Quot.sound]
#print axioms MultimodeFockStates.normalized_fockState_orthonormal
-- 'MultimodeFockStates.normalized_fockState_orthonormal' depends on axioms: [propext, Classical.choice, Quot.sound]
```
